# On a line, a uniform grid with a point at the nucleus overcounts the charge of exp(−2Z|x|) by at most Zh²/3

Take the density $e^{-2|x|}$ on the line and sample it at the integers. The exact charge is $\int e^{-2|x|}\,dx = 1$. The grid with unit spacing gives

$$1 + 2\left(e^{-2} + e^{-4} + e^{-6} + \cdots\right) = 1 + \frac{2e^{-2}}{1-e^{-2}} = \frac{\cosh 1}{\sinh 1} \approx 1.313 .$$

The samples on each side of the origin form a geometric series, so the grid charge has a closed form, and the error is the amount by which $\coth 1$ exceeds the exact charge $1$. Here the excess is about $0.313$, just under $1/3$.

For the density $e^{-2Z|x|}$ with $Z>0$, sampled with spacing $h>0$, the same calculation gives the grid charge $h\cosh(Zh)/\sinh(Zh)$. It is larger than the exact charge $1/Z$, by at most $Zh^2/3$. A matching lower bound on the error then shows that keeping the relative error within a fixed tolerance below 100% requires a spacing no larger than a constant times $1/Z$.

```lean
import Mathlib

open MeasureTheory

namespace CoreDensityGrid

noncomputable section
```

## The density and its two charges

The density is $\rho(x) = e^{-2Z|x|}$, the square of the orbital $e^{-Z|x|}$. In atomic units $Z$ stands for the nuclear charge: it sets both the decay length of the core orbital and the sharpness of its cusp at the nucleus, which sits at $x=0$. In Lean, `coreDensity` takes $Z$ and $x$ as real numbers, so $Z$ need not be an integer.

```lean
/-- The one-dimensional core density `exp (-2 Z |x|)`, the square of the cusp orbital
`exp (-Z |x|)`. -/
def coreDensity (Z x : ℝ) : ℝ := Real.exp (-(2 * Z * |x|))
```

The exact charge is the integral of $\rho$ over the whole line.

```lean
/-- The exact charge: the integral of the core density over the line. -/
def lineCharge (Z : ℝ) : ℝ := ∫ x : ℝ, coreDensity Z x
```

The grid charge is $\sum_{n} h\,\rho(nh)$ over all integers $n$. The index type `ℤ` makes the grid infinite in both directions, and the sample positions $nh$ put the point $n=0$ on the nucleus.

```lean
/-- The charge on the uniform grid of spacing `h` with a grid point at the nucleus. -/
def gridCharge (Z h : ℝ) : ℝ := ∑' n : ℤ, h * coreDensity Z (n * h)
```

The relative error is the excess of the grid charge divided by the exact charge. The density is not normalised, but this ratio does not depend on a constant prefactor. For the normalised density $Z\rho$, the exact charge is $1$, the grid charge is $Zh\cosh(Zh)/\sinh(Zh)$, and the relative error is their difference.

```lean
/-- The relative error of the grid charge, for `Z > 0`. -/
def relativeError (Z h : ℝ) : ℝ := (gridCharge Z h - lineCharge Z) / lineCharge Z
```

In electronic structure, the result bears on the cost of representing an all-electron core density on a regular grid, which PAW and ultrasoft methods avoid by using smooth densities there; the model is a single exponential in one dimension, and only its total charge is tested. Shifted grids, finite boxes, three-dimensional densities and the potentials they generate are not treated.

## The exact charge is 1/Z

The density is even, so the integral is twice that over the half-line:

$$\int_{-\infty}^{\infty} e^{-2Z|x|}\,dx = 2\int_0^\infty e^{-2Zt}\,dt = 2\cdot\frac{1}{2Z} = \frac1Z .$$

The `calc` chain follows these equalities. `integral_comp_abs` supplies the reflection, and `integral_exp_mul_Ioi` evaluates the half-line integral.

```lean
/-- The exact charge of the core density is `1 / Z`. -/
theorem lineCharge_eq {Z : ℝ} (hZ : 0 < Z) : lineCharge Z = 1 / Z := by
  have h0 := integral_exp_mul_Ioi (a := -(2 * Z)) (by linarith) 0
  calc lineCharge Z = ∫ x : ℝ, (fun t : ℝ => Real.exp (-(2 * Z) * t)) |x| := by
        simp only [lineCharge, coreDensity, neg_mul]
    _ = 2 * ∫ t in Set.Ioi (0 : ℝ), Real.exp (-(2 * Z) * t) :=
        integral_comp_abs (f := fun t : ℝ => Real.exp (-(2 * Z) * t))
    _ = 1 / Z := by
        rw [h0, mul_zero, Real.exp_zero, neg_div_neg_eq]
        field_simp
```

## Two geometric series give a hyperbolic cotangent

Let $q = e^{-2Zh}$, so that $0<q<1$. For a natural number $n$, the grid point $nh$ carries the density $q^n$, and the point $-(n+1)h$ carries $q\,q^n$. The two halves of the grid therefore contribute

$$h\sum_{n\ge 0} q^n + h\sum_{n\ge 0} q\,q^n = \frac{h}{1-q} + \frac{hq}{1-q} = h\,\frac{1+q}{1-q}.$$

Multiplying numerator and denominator by $e^{Zh}$ gives

$$h\,\frac{e^{Zh}+e^{-Zh}}{e^{Zh}-e^{-Zh}} = \frac{h\cosh(Zh)}{\sinh(Zh)} .$$

The statement uses `HasSum`, which says that the series converges and that this is its sum. Convergence matters because Lean's infinite sum `∑'` is assigned the value zero when a series is not summable.

In the proof, `e` and `e2` identify the samples on the two sides as powers of $q$, `h1` and `h2` sum the two series, and `HasSum.of_nat_of_neg_add_one` joins them into a sum over the integers. The identity `key`, which reads $(1-q)\cosh(Zh) = (1+q)\sinh(Zh)$, is the hyperbolic rewriting with the denominators cleared.

```lean
/-- The grid sum of the core density converges to `h cosh (Z h) / sinh (Z h)`. -/
theorem hasSum_grid {Z h : ℝ} (hZ : 0 < Z) (hh : 0 < h) :
    HasSum (fun n : ℤ => h * coreDensity Z (n * h))
      (h * Real.cosh (Z * h) / Real.sinh (Z * h)) := by
  have hx : 0 < Z * h := mul_pos hZ hh
  have hs : 0 < Real.sinh (Z * h) := Real.sinh_pos_iff.2 hx
  have hr : Real.exp (-(2 * Z * h)) < 1 := Real.exp_lt_one_iff.2 (by nlinarith)
  have hg := hasSum_geometric_of_lt_one (Real.exp_pos _).le hr
  -- grid values are powers of one ratio, on both sides of the nucleus
  have e : ∀ n : ℕ, coreDensity Z ((n : ℝ) * h) = Real.exp (-(2 * Z * h)) ^ n := by
    intro n
    have hn : 0 ≤ (n : ℝ) * h := by positivity
    rw [coreDensity, abs_of_nonneg hn, ← Real.exp_nat_mul]
    congr 1
    ring
  have hneg : ∀ x : ℝ, coreDensity Z (-x) = coreDensity Z x := by
    intro x
    simp only [coreDensity, abs_neg]
  have e2 : ∀ n : ℕ, coreDensity Z (((-((n : ℤ) + 1) : ℤ) : ℝ) * h)
      = Real.exp (-(2 * Z * h)) * Real.exp (-(2 * Z * h)) ^ n := by
    intro n
    have hc : ((-((n : ℤ) + 1) : ℤ) : ℝ) * h = -(((n + 1 : ℕ) : ℝ) * h) := by
      push_cast
      ring
    rw [hc, hneg, e, pow_succ']
  have h1 : HasSum (fun n : ℕ => h * coreDensity Z (((n : ℤ) : ℝ) * h))
      (h * (1 - Real.exp (-(2 * Z * h)))⁻¹) := by
    simpa only [Int.cast_natCast, e] using hg.mul_left h
  have h2 : HasSum (fun n : ℕ => h * coreDensity Z (((-((n : ℤ) + 1) : ℤ) : ℝ) * h))
      (h * (Real.exp (-(2 * Z * h)) * (1 - Real.exp (-(2 * Z * h)))⁻¹)) := by
    simpa only [e2] using (hg.mul_left (Real.exp (-(2 * Z * h)))).mul_left h
  have hsum := HasSum.of_nat_of_neg_add_one
    (f := fun n : ℤ => h * coreDensity Z (n * h)) h1 h2
  -- the two geometric series combine to the hyperbolic cotangent
  have hab : Real.exp (Z * h) * Real.exp (-(Z * h)) = 1 := by
    rw [← Real.exp_add, add_neg_cancel, Real.exp_zero]
  have hsq : Real.exp (-(2 * Z * h)) = Real.exp (-(Z * h)) * Real.exp (-(Z * h)) := by
    rw [← Real.exp_add]
    congr 1
    ring
  have key : (1 - Real.exp (-(2 * Z * h))) * Real.cosh (Z * h)
      = (1 + Real.exp (-(2 * Z * h))) * Real.sinh (Z * h) := by
    rw [hsq, Real.cosh_eq, Real.sinh_eq]
    linear_combination (-Real.exp (-(Z * h))) * hab
  have hinv := inv_mul_cancel₀ (sub_pos.2 hr).ne'
  convert hsum using 1
  rw [div_eq_iff hs.ne']
  linear_combination h * (1 - Real.exp (-(2 * Z * h)))⁻¹ * key
    - h * Real.cosh (Z * h) * hinv
```

## Bounds on x coth x − 1

With $x = Zh$, the excess charge is $(x\coth x - 1)/Z$, so what remains is to bound a function of one variable. The tool is elementary: if $f(0)=0$ and $f'(y)\ge 0$ for all $y\ge 0$, then $f$ is nondecreasing on the half-line and hence nonnegative there.

In the Lean version the derivative is a separate function `f'`, tied to `f` by `HasDerivAt` at every real point. Its sign is needed only for nonnegative arguments.

```lean
/-- A function that vanishes at the origin and has nonnegative slope on the half-line
is nonnegative there. -/
theorem nonneg_of_slope {f f' : ℝ → ℝ} (hf : ∀ x, HasDerivAt f (f' x) x) (h0 : f 0 = 0)
    (h' : ∀ x, 0 ≤ x → 0 ≤ f' x) {x : ℝ} (hx : 0 ≤ x) : 0 ≤ f x := by
  have hm : MonotoneOn f (Set.Ici 0) := by
    refine monotoneOn_of_deriv_nonneg (convex_Ici 0)
      (fun y _ => (hf y).continuousAt.continuousWithinAt)
      (fun y _ => (hf y).differentiableAt.differentiableWithinAt) (fun y hy => ?_)
    rw [interior_Ici] at hy
    rw [(hf y).deriv]
    exact h' y (Set.mem_Ioi.1 hy).le
  have h := hm (Set.mem_Ici.2 le_rfl) (Set.mem_Ici.2 hx) hx
  rwa [h0] at h
```

This is applied three times. First let

$$k(y) = y\cosh y - \sinh y, \qquad k'(y) = y\sinh y \ge 0 ,$$

so $k(y)\ge 0$ for $y\ge 0$. Next let

$$u(y) = (3+y^2)\sinh y - 3y\cosh y .$$

Its derivative is

$$u'(y) = 2y\sinh y + (3+y^2)\cosh y - 3\cosh y - 3y\sinh y = y\,k(y) \ge 0 ,$$

so $u(x)\ge 0$. Dividing by $3\sinh x>0$ gives $x\coth x \le 1 + x^2/3$. Finally let

$$l(y) = y(3+y^2)\cosh y - (3+2y^2)\sinh y .$$

Its derivative is

$$l'(y) = (3+3y^2)\cosh y + (3y+y^3)\sinh y - 4y\sinh y - (3+2y^2)\cosh y ,$$

which collects to

$$l'(y) = y^2\cosh y - y\sinh y + y^3\sinh y = y\,k(y) + y^3\sinh y \ge 0 .$$

So $l(x)\ge 0$, and dividing by $(3+x^2)\sinh x$ gives

$$x\coth x \ge \frac{3+2x^2}{3+x^2} = 1 + \frac{x^2}{3+x^2} .$$

Together, for every $x>0$,

$$\frac{x^2}{3+x^2} \le x\coth x - 1 \le \frac{x^2}{3} .$$

The three inequalities appear in the proof as `k`, `up` and `lo`. In each, `congr_deriv (by ring)` checks that the derivative collects to the stated form. The last lines clear the denominators.

```lean
/-- For `x > 0`, the quantity `x coth x - 1` lies between `x² / (3 + x²)` and `x² / 3`. -/
theorem coth_bounds {x : ℝ} (hx : 0 < x) :
    x ^ 2 / (3 + x ^ 2) ≤ x * Real.cosh x / Real.sinh x - 1 ∧
      x * Real.cosh x / Real.sinh x - 1 ≤ x ^ 2 / 3 := by
  have hs : 0 < Real.sinh x := Real.sinh_pos_iff.2 hx
  have dc := fun y : ℝ => (hasDerivAt_id' y).fun_mul (Real.hasDerivAt_cosh y)
  have dq := fun y : ℝ => (hasDerivAt_id' y).fun_mul (hasDerivAt_id' y)
  -- first step: sinh y ≤ y cosh y
  have k : ∀ y : ℝ, 0 ≤ y → 0 ≤ y * Real.cosh y - Real.sinh y := fun y hy =>
    nonneg_of_slope (f := fun y => y * Real.cosh y - Real.sinh y)
      (f' := fun y => y * Real.sinh y)
      (fun y => ((dc y).fun_sub (Real.hasDerivAt_sinh y)).congr_deriv (by ring))
      (by simp) (fun y hy => mul_nonneg hy (Real.sinh_nonneg_iff.2 hy)) hy
  -- both bounds follow from it by one more integration
  have up : 0 ≤ (3 + x * x) * Real.sinh x - 3 * (x * Real.cosh x) :=
    nonneg_of_slope (f := fun y => (3 + y * y) * Real.sinh y - 3 * (y * Real.cosh y))
      (f' := fun y => y * (y * Real.cosh y - Real.sinh y))
      (fun y => ((((dq y).const_add 3).fun_mul (Real.hasDerivAt_sinh y)).fun_sub
        ((dc y).const_mul 3)).congr_deriv (by ring))
      (by simp) (fun y hy => mul_nonneg hy (k y hy)) hx.le
  have lo : 0 ≤ x * ((3 + x * x) * Real.cosh x) - (3 + 2 * (x * x)) * Real.sinh x :=
    nonneg_of_slope
      (f := fun y => y * ((3 + y * y) * Real.cosh y) - (3 + 2 * (y * y)) * Real.sinh y)
      (f' := fun y => y * (y * Real.cosh y - Real.sinh y) + y * y * (y * Real.sinh y))
      (fun y => (((hasDerivAt_id' y).fun_mul
        (((dq y).const_add 3).fun_mul (Real.hasDerivAt_cosh y))).fun_sub
        ((((dq y).const_mul 2).const_add 3).fun_mul
          (Real.hasDerivAt_sinh y))).congr_deriv (by ring))
      (by simp)
      (fun y hy => add_nonneg (mul_nonneg hy (k y hy))
        (mul_nonneg (mul_nonneg hy hy) (mul_nonneg hy (Real.sinh_nonneg_iff.2 hy)))) hx.le
  have h3 : 0 < 3 + x ^ 2 := by positivity
  constructor
  · rw [le_sub_iff_add_le, le_div_iff₀ hs, div_add_one h3.ne', div_mul_eq_mul_div,
      div_le_iff₀ h3]
    nlinarith [lo]
  · rw [sub_le_iff_le_add, div_le_iff₀ hs]
    nlinarith [up]
```

## The excess charge

Subtracting the exact charge from the grid charge gives

$$\frac{h\cosh(Zh)}{\sinh(Zh)} - \frac1Z = \frac{1}{Z}\left(Zh\coth(Zh) - 1\right).$$

The lower bound on the bracket is strictly positive, so the grid always overcounts. The upper bound gives

$$\frac1Z\cdot\frac{(Zh)^2}{3} = \frac{Zh^2}{3} .$$

The theorem states three facts for every $Z>0$ and $h>0$: the closed form of the grid charge, the strict positivity of the excess, and its upper bound. The displayed identity is `he` in the proof, and the two estimates come from the two halves of `coth_bounds`.

```lean
/-- The grid charge equals `h cosh (Z h) / sinh (Z h)`; it exceeds the exact charge, by at
most `Z h² / 3`. -/
theorem grid_charge_excess {Z h : ℝ} (hZ : 0 < Z) (hh : 0 < h) :
    gridCharge Z h = h * Real.cosh (Z * h) / Real.sinh (Z * h) ∧
      0 < gridCharge Z h - lineCharge Z ∧
      gridCharge Z h - lineCharge Z ≤ Z * h ^ 2 / 3 := by
  have hx : 0 < Z * h := mul_pos hZ hh
  have hb := coth_bounds hx
  have hgrid : gridCharge Z h = h * Real.cosh (Z * h) / Real.sinh (Z * h) :=
    (hasSum_grid hZ hh).tsum_eq
  have he : gridCharge Z h - lineCharge Z
      = (Z * h * Real.cosh (Z * h) / Real.sinh (Z * h) - 1) / Z := by
    rw [hgrid, lineCharge_eq hZ, eq_div_iff hZ.ne', sub_mul, one_div,
      inv_mul_cancel₀ hZ.ne']
    ring
  refine ⟨hgrid, ?_, ?_⟩
  · rw [he]
    exact div_pos (lt_of_lt_of_le (by positivity) hb.1) hZ
  · rw [he, div_le_iff₀ hZ]
    nlinarith [hb.2]
```

Dividing the excess by the exact charge $1/Z$ removes the prefactor, and the relative error is $Zh\coth(Zh)-1$. It depends on $Z$ and $h$ only through their product:

$$\frac{(Zh)^2}{3+(Zh)^2} \le \text{relative error} \le \frac{(Zh)^2}{3} .$$

```lean
/-- The relative error of the grid charge lies between `(Z h)² / (3 + (Z h)²)` and
`(Z h)² / 3`. -/
theorem relativeError_bounds {Z h : ℝ} (hZ : 0 < Z) (hh : 0 < h) :
    (Z * h) ^ 2 / (3 + (Z * h) ^ 2) ≤ relativeError Z h ∧
      relativeError Z h ≤ (Z * h) ^ 2 / 3 := by
  have he : relativeError Z h
      = Z * h * Real.cosh (Z * h) / Real.sinh (Z * h) - 1 := by
    rw [relativeError, (grid_charge_excess hZ hh).1, lineCharge_eq hZ,
      div_div_eq_mul_div, div_one, sub_mul, one_div, inv_mul_cancel₀ hZ.ne']
    ring
  rw [he]
  exact coth_bounds (mul_pos hZ hh)
```

## Spacing of order 1/Z

Let $\varepsilon$ be the relative error that can be tolerated. If $h \le \sqrt{3\varepsilon}/Z$, then $(Zh)^2\le 3\varepsilon$, and the upper bound gives a relative error of at most $\varepsilon$. The Lean statement has no separate hypothesis $\varepsilon>0$, because a positive $h$ below this threshold already forces it.

The proof turns the spacing condition into $(hZ)^2\le 3\varepsilon$ with `Real.le_sqrt'` and then applies the upper bound.

```lean
/-- A spacing of at most `√(3 ε) / Z` gives a relative error of at most `ε`. -/
theorem spacing_sufficient {Z h ε : ℝ} (hZ : 0 < Z) (hh : 0 < h)
    (hs : h ≤ Real.sqrt (3 * ε) / Z) : relativeError Z h ≤ ε := by
  rw [le_div_iff₀ hZ, Real.le_sqrt' (mul_pos hh hZ)] at hs
  nlinarith [(relativeError_bounds hZ hh).2]
```

The upper bound alone shows that such a spacing is enough. That a spacing of this order is needed follows from the lower bound. If the relative error is at most $\varepsilon$, then

$$\frac{(Zh)^2}{3+(Zh)^2}\le\varepsilon, \qquad\text{hence}\qquad (1-\varepsilon)(Zh)^2 \le 3\varepsilon .$$

For $\varepsilon<1$, dividing by $1-\varepsilon$ and taking the square root gives

$$h \le \frac1Z\sqrt{\frac{3\varepsilon}{1-\varepsilon}} .$$

The hypothesis `hε : ε < 1` makes that division legitimate. For larger tolerances this lower bound gives no restriction, since it always stays below $1$.

```lean
/-- A relative error of at most `ε < 1` requires a spacing of at most
`√(3 ε / (1 - ε)) / Z`. -/
theorem spacing_necessary {Z h ε : ℝ} (hZ : 0 < Z) (hh : 0 < h) (hε : ε < 1)
    (he : relativeError Z h ≤ ε) : h ≤ Real.sqrt (3 * ε / (1 - ε)) / Z := by
  have hb := (relativeError_bounds hZ hh).1.trans he
  have h3 : 0 < 3 + (Z * h) ^ 2 := by positivity
  rw [div_le_iff₀ h3] at hb
  rw [le_div_iff₀ hZ, Real.le_sqrt' (mul_pos hh hZ), le_div_iff₀ (sub_pos.2 hε)]
  nlinarith [hb]

end

end CoreDensityGrid
```

For small tolerances the two rules nearly coincide, since their thresholds differ by the factor $1/\sqrt{1-\varepsilon}$. At $\varepsilon = 0.01$, every spacing up to $0.173/Z$ is sufficient and none above $0.175/Z$ is. Correspondingly, as $Zh\to 0$ the two error bounds have ratio tending to $1$, so the relative error approaches $(Zh)^2/3$ to leading order. Because the relative error depends only on $Zh$, doubling $Z$ halves the largest admissible spacing at any fixed positive tolerance, small or not.

```lean
#print axioms CoreDensityGrid.grid_charge_excess
-- 'CoreDensityGrid.grid_charge_excess' depends on axioms: [propext, Classical.choice, Quot.sound]
#print axioms CoreDensityGrid.spacing_sufficient
-- 'CoreDensityGrid.spacing_sufficient' depends on axioms: [propext, Classical.choice, Quot.sound]
#print axioms CoreDensityGrid.spacing_necessary
-- 'CoreDensityGrid.spacing_necessary' depends on axioms: [propext, Classical.choice, Quot.sound]
```
